# Each eigenvalue of an m-site translation on an N-site ring is gcd(m, N)-fold degenerate

Put one electron on a ring of four equivalent sites, numbered 0 to 3, with one orbital per site and spin left out, and ask how much the eigenvalue of a two-site translation says about its state. The amplitudes $f(x)$ of an eigenstate obey $f(x+2)=z f(x)$. Two such translations lead back to the starting site, so $z^2=1$. For either sign of $z$ the condition fixes $f(2)=z f(0)$ and $f(3)=z f(1)$, and leaves $f(0)$ and $f(1)$ free. Both eigenvalues are therefore doubly degenerate: the translation never connects even sites with odd ones.

## Free amplitudes on the first d sites

Let the ring have $N\ge 1$ sites, let $m\ge 0$ be an integer, and define $(T_m f)(x)=f(x+m)$, with positions taken modulo $N$. Write $d=\gcd(m,N)$, $M=N/d$ and $a=m/d$; here $a$ is an integer, not the lattice constant. The claim is that the solutions of $T_m f=zf$ form a space of dimension $d$ if $z^M=1$, and of dimension zero for every other complex $z$.

**Allowed eigenvalues.** Repeating the translation $j$ times gives $f(x+jm)=z^j f(x)$. For $j=M$ the displacement is $Mm=Mda=Na$, a whole number of turns, so $f(x)=z^M f(x)$. A nonzero $f$ has a site with $f(x)\neq 0$, and there $z^M=1$ follows.

**At most $d$ free amplitudes.** Bezout's identity gives integers $s,b$ with $d=sm+bN$. Reducing $s$ modulo $N$ yields a natural number $u$ with $um\equiv d \pmod N$: $u$ translations by $m$ sites amount to one by $d$ sites. Write a site as $x=qd+r$ with $0\le r<d$. Then $x\equiv r+(qu)m \pmod N$, hence
$$f(x)=z^{qu}f(r).$$
The values on sites $0,\dots,d-1$ determine $f$.

**All $d$ amplitudes are free.** Let $z^M=1$, choose any $c_0,\dots,c_{d-1}$, and set $f(qd+r)=z^{uq}c_r$ for $0\le q<M$. Since $x+m=(q+a)d+r$ and $N=Md$, reduction modulo $N$ keeps the remainder $r$ and replaces the quotient by $(q+a)\bmod M$. Powers of $z$ depend only on the exponent modulo $M$, so
$$f(x+m)=z^{u(q+a)}c_r=z^{ua}f(x).$$
Dividing $um=uad\equiv d \pmod{Md}$ by $d$ gives $ua\equiv 1\pmod M$, so $z^{ua}=z$. On the first $d$ sites $q=0$ and $f(r)=c_r$. The eigenspace thus has exactly $d$ independent amplitudes.

Two limits are easily read off. If $m$ is a multiple of $N$, then $T_m$ is the identity, $d=N$, and the only eigenvalue is 1. If $m$ and $N$ are coprime, no eigenvalue is degenerate.

**The same count in momentum language.** Let $\zeta$ be a primitive $N$-th root of unity, such as $e^{2\pi i/N}$. The plane wave $\zeta^{kx}$ has $T_m$ eigenvalue $\zeta^{km}$. Wavenumbers $k$ and $l$ share it exactly when $N$ divides $(k-l)m$, that is, when $M$ divides $(k-l)a$. As $a$ and $M$ are coprime, this means $k\equiv l\pmod M$. Among $k=0,\dots,N-1$ each such class has $d$ members.

## A twelve-site chain with period three

For a non-interacting electron on a finite ring, this degeneracy is the size of the blocks into which a periodic Hamiltonian splits. Take $N=12$, nearest-neighbour hopping $-t$, and on-site energies $\varepsilon_0,\varepsilon_1,\varepsilon_2$ repeated every three sites. The Hamiltonian commutes with $T_3$, for which $d=3$, $M=4$ and $z\in\{1,i,-1,-i\}$. Inserting $f(3q+r)=z^q c_r$ turns the $12\times12$ problem for the energy $E$ into four $3\times3$ problems,
$$\begin{aligned}
Ec_0&=\varepsilon_0c_0-t(c_1+z^{-1}c_2),\\
Ec_1&=\varepsilon_1c_1-t(c_0+c_2),\\
Ec_2&=\varepsilon_2c_2-t(c_1+zc_0).
\end{aligned}$$
If $c$ has unit norm, the normalised state is $f/2$. With $\zeta=e^{2\pi i/12}$, the block $z=i$ mixes the plane waves $k=1,5,9$, which is the folding of bands into a smaller Brillouin zone.

The theorems below contain no Hamiltonian. That a given Hamiltonian commutes with $T_m$ is the physical input needed to use them this way, and the degeneracy they count belongs to the translation eigenvalue, not to the energy.

## The ring and its translations in Lean

Sites are elements of `ZMod N`, the integers modulo $N$, and a state vector is any function `ZMod N → ℂ`, zero included, with no normalisation imposed. The hypothesis `[NeZero N]` says $N\ge1$.

```lean
import Mathlib

open Module

namespace LongerTranslations
```

The translation is a complex-linear map. It evaluates the function at $x+m$; texts that shift the state forwards use $f(x-m)$, which replaces each eigenvalue by its inverse and leaves the dimensions unchanged.

```lean
/-- Translation by `m` sites on a ring of `N` sites: `(T f)(x) = f(x + m)`. -/
def translation (N m : ℕ) : (ZMod N → ℂ) →ₗ[ℂ] (ZMod N → ℂ) where
  toFun f x := f (x + (m : ZMod N))
  map_add' _ _ := rfl
  map_smul' _ _ := rfl
```

In the plane wave, `x.val` is the representative of $x$ among $0,\dots,N-1$. The wavenumber `k` is an integer label, so for $\zeta=e^{2\pi i/N}$ the phase advance per site is $2\pi k/N$. The function is unnormalised; for $|\zeta|=1$ the normalised wave carries a factor $N^{-1/2}$.

```lean
/-- The plane wave `x ↦ ζ ^ (k x)` with wavenumber `k`, where `x` is read as its
representative among `0, …, N - 1` when `N` is positive. -/
def planeWave (N : ℕ) (ζ : ℂ) (k : ℕ) : ZMod N → ℂ := fun x => ζ ^ (k * x.val)
```

## Bezout steps and closed walks

The first lemma supplies $u$. The Bezout coefficient `Nat.gcdA m N` may be negative, so the proof takes its representative modulo $N$; read in `ZMod N`, Bezout's identity loses its multiple of $N$.

```lean
/-- On a ring of `N ≥ 1` sites, some number `u` of translations by `m` sites
amounts to a translation by `gcd(m, N)` sites. -/
theorem exists_steps_to_gcd (N m : ℕ) [NeZero N] :
    ∃ u : ℕ, u * m ≡ Nat.gcd m N [MOD N] := by
  refine ⟨((Nat.gcdA m N : ℤ) : ZMod N).val, ?_⟩
  rw [← ZMod.natCast_eq_natCast_iff]
  -- Bezout's identity, read modulo `N`
  have h := congrArg (Int.cast : ℤ → ZMod N) (Nat.gcd_eq_gcd_ab m N)
  simp only [Int.cast_natCast, Int.cast_add, Int.cast_mul, ZMod.natCast_self,
    zero_mul, add_zero] at h
  rw [Nat.cast_mul, ZMod.natCast_zmod_val, h, mul_comm]
```

The closing of the walk is the computation $Mm=Na$.

```lean
/-- After `N / gcd(m, N)` translations by `m` sites the total displacement is a
multiple of `N`. -/
theorem walk_closes (N m : ℕ) : N ∣ N / Nat.gcd m N * m := by
  obtain ⟨a, ha⟩ := Nat.gcd_dvd_left m N
  refine ⟨a, ?_⟩
  calc N / Nat.gcd m N * m = N / Nat.gcd m N * (Nat.gcd m N * a) := by rw [← ha]
    _ = N / Nat.gcd m N * Nat.gcd m N * a := (mul_assoc _ _ _).symm
    _ = N * a := by rw [Nat.div_mul_cancel (Nat.gcd_dvd_right m N)]
```

The hypothesis `translation N m f = z • f` is the eigenvalue equation. Induction on `j` gives the factor $z^j$, one translation at a time.

```lean
/-- If translation by `m` sites multiplies `f` by `z`, then `j` such translations
multiply it by `z ^ j`. -/
theorem repeated_translation {N m : ℕ} {z : ℂ} {f : ZMod N → ℂ}
    (hf : translation N m f = z • f) (j : ℕ) (x : ZMod N) :
    f (x + ((j * m : ℕ) : ZMod N)) = z ^ j * f x := by
  induction j with
  | zero => simp
  | succ j ih =>
    have h : f (x + ((j * m : ℕ) : ZMod N) + (m : ZMod N))
        = z * f (x + ((j * m : ℕ) : ZMod N)) := congrFun hf _
    rw [add_mul, one_mul, Nat.cast_add, ← add_assoc, h, ih, pow_succ]
    ring
```

Combining the last two results at a site where $f$ is nonzero, and cancelling $f(x)$, restricts the eigenvalue.

```lean
/-- The eigenvalue `z` of a nonzero eigenfunction of translation by `m` sites
satisfies `z ^ (N / gcd(m, N)) = 1`. -/
theorem eigenvalue_pow_eq_one {N m : ℕ} {z : ℂ} {f : ZMod N → ℂ}
    (hf : translation N m f = z • f) (h0 : f ≠ 0) : z ^ (N / Nat.gcd m N) = 1 := by
  obtain ⟨x, hx⟩ := Function.ne_iff.mp h0
  have hx' : f x ≠ 0 := hx
  have h := repeated_translation hf (N / Nat.gcd m N) x
  rw [(ZMod.natCast_eq_zero_iff _ _).mpr (walk_closes N m), add_zero] at h
  exact mul_right_cancel₀ hx' (by rw [one_mul]; exact h.symm)
```

## From the first cell to the whole ring

An eigenfunction that vanishes on the first $d$ sites is zero. The intermediate claim `hx` is the decomposition $x\equiv r+(qu)m$, with $r$ and $q$ written as `x.val % Nat.gcd m N` and `x.val / Nat.gcd m N`.

```lean
/-- On a ring of `N ≥ 1` sites, an eigenfunction of translation by `m` sites that
vanishes on the first `gcd(m, N)` sites vanishes everywhere. -/
theorem eq_zero_of_cell {N m : ℕ} [NeZero N] {z : ℂ} {f : ZMod N → ℂ}
    (hf : translation N m f = z • f)
    (hcell : ∀ r < Nat.gcd m N, f (r : ZMod N) = 0) : f = 0 := by
  obtain ⟨u, hu⟩ := exists_steps_to_gcd N m
  have hd : 0 < Nat.gcd m N := Nat.gcd_pos_of_pos_right m (NeZero.pos N)
  funext x
  -- every site is reached from the first cell by translations of `m` sites
  have hx : x = ((x.val % Nat.gcd m N : ℕ) : ZMod N)
      + ((x.val / Nat.gcd m N * u * m : ℕ) : ZMod N) := by
    have h1 : x.val % Nat.gcd m N + x.val / Nat.gcd m N * u * m ≡ x.val [MOD N] := by
      have h2 := (hu.mul_left (x.val / Nat.gcd m N)).add_left (x.val % Nat.gcd m N)
      rw [← mul_assoc, mul_comm (x.val / Nat.gcd m N) (Nat.gcd m N),
        Nat.mod_add_div] at h2
      exact h2
    rw [← Nat.cast_add, (ZMod.natCast_eq_natCast_iff _ _ _).mpr h1,
      ZMod.natCast_zmod_val]
  show f x = 0
  calc f x = f (((x.val % Nat.gcd m N : ℕ) : ZMod N)
      + ((x.val / Nat.gcd m N * u * m : ℕ) : ZMod N)) := congrArg f hx
    _ = z ^ (x.val / Nat.gcd m N * u) * f ((x.val % Nat.gcd m N : ℕ) : ZMod N) :=
        repeated_translation hf _ _
    _ = 0 := by rw [hcell _ (Nat.mod_lt _ hd), mul_zero]
```

The converse builds an eigenfunction from prescribed amplitudes `c`, of which only the first $d$ values matter. After `generalize` has named the gcd `d`, the auxiliary claims follow the derivation: `hua` is $ua\equiv1\pmod M$, `hpow` reduces exponents modulo $M$, and `hq` and `hr` give the quotient and remainder after a translation. The claim `hs` combines `hua` and `hpow` to produce the single factor $z$; the rewrite that closes the eigenvalue equation uses it together with `hq` and `hr`.

```lean
/-- On a ring of `N ≥ 1` sites, if `z ^ (N / gcd(m, N)) = 1`, then any amplitudes on
the first `gcd(m, N)` sites extend to a solution of `f(x + m) = z f(x)`. -/
theorem exists_extension {N m : ℕ} [NeZero N] {z : ℂ}
    (hz : z ^ (N / Nat.gcd m N) = 1) (c : ℕ → ℂ) :
    ∃ f : ZMod N → ℂ, translation N m f = z • f ∧
      ∀ r < Nat.gcd m N, f (r : ZMod N) = c r := by
  obtain ⟨u, hu⟩ := exists_steps_to_gcd N m
  have hd : 0 < Nat.gcd m N := Nat.gcd_pos_of_pos_right m (NeZero.pos N)
  obtain ⟨a, ha⟩ := Nat.gcd_dvd_left m N
  obtain ⟨M, hM⟩ := Nat.gcd_dvd_right m N
  generalize Nat.gcd m N = d at hu hd ha hM hz ⊢
  have hNd : N / d = M := by
    rw [hM]
    exact Nat.mul_div_cancel_left M hd
  rw [hNd] at hz
  have hua : u * a ≡ 1 [MOD M] := by
    apply Nat.ModEq.mul_left_cancel' hd.ne'
    have h : d * (u * a) = u * m := by
      rw [ha]
      ring
    rw [← hM, mul_one, h]
    exact hu
  -- powers of `z` depend on the exponent modulo `M` only
  have hpow : ∀ i j : ℕ, i ≡ j [MOD M] → z ^ i = z ^ j := by
    intro i j h
    calc z ^ i = z ^ (i % M) := pow_eq_pow_mod i hz
      _ = z ^ (j % M) := by rw [show i % M = j % M from h]
      _ = z ^ j := (pow_eq_pow_mod j hz).symm
  have hq : ∀ v : ℕ, (v + m) % N / d = (v / d + a) % M := by
    intro v
    rw [hM, ha, Nat.mod_mul_right_div_self, Nat.add_mul_div_left _ _ hd]
  have hr : ∀ v : ℕ, (v + m) % N % d = v % d := by
    intro v
    rw [Nat.mod_mod_of_dvd _ ⟨M, hM⟩, ha, Nat.add_mul_mod_self_left]
  refine ⟨fun x => z ^ (u * (x.val / d)) * c (x.val % d), ?_, ?_⟩
  · funext x
    have hv : (x + (m : ZMod N)).val = (x.val + m) % N := by
      rw [ZMod.val_add, ZMod.val_natCast, Nat.add_mod_mod]
    show z ^ (u * ((x + (m : ZMod N)).val / d)) * c ((x + (m : ZMod N)).val % d)
      = z * (z ^ (u * (x.val / d)) * c (x.val % d))
    have hs : z ^ (u * ((x.val / d + a) % M)) = z * z ^ (u * (x.val / d)) := by
      calc z ^ (u * ((x.val / d + a) % M)) = z ^ (u * (x.val / d + a)) :=
            hpow _ _ ((Nat.mod_modEq _ _).mul_left u)
        _ = z ^ (u * (x.val / d)) * z ^ (u * a) := by rw [mul_add, pow_add]
        _ = z * z ^ (u * (x.val / d)) := by rw [hpow _ _ hua, pow_one, mul_comm]
    rw [hv, hq, hr, hs, mul_assoc]
  · intro r hrd
    have hrN : r < N := lt_of_lt_of_le hrd (Nat.le_of_dvd (NeZero.pos N) ⟨M, hM⟩)
    show z ^ (u * ((r : ZMod N).val / d)) * c ((r : ZMod N).val % d) = c r
    rw [ZMod.val_natCast, Nat.mod_eq_of_lt hrN, Nat.div_eq_of_lt hrd,
      Nat.mod_eq_of_lt hrd, mul_zero, pow_zero, one_mul]
```

## The dimension of every eigenspace

`End.eigenspace (translation N m) z` is the space of all solutions of $T_m f=zf$, including zero, and `finrank ℂ` is its complex dimension. The theorem covers every complex $z$: the dimension is $d$ if $z^{N/d}=1$ and zero otherwise.

In the first case, the map `cell` restricts an eigenfunction to the first $d$ sites. The vanishing lemma makes it injective and the extension lemma makes it surjective, so the eigenspace is isomorphic to $\mathbb C^d$. In the second case, a nonzero eigenfunction would contradict the restriction on $z$.

```lean
/-- Degeneracy of longer translations: on a ring of `N ≥ 1` sites, the eigenspace of
translation by `m` sites for the complex number `z` has dimension `gcd(m, N)` if
`z ^ (N / gcd(m, N)) = 1`, and dimension zero otherwise. -/
theorem finrank_eigenspace_translation (N m : ℕ) [NeZero N] (z : ℂ) :
    finrank ℂ (End.eigenspace (translation N m) z)
      = if z ^ (N / Nat.gcd m N) = 1 then Nat.gcd m N else 0 := by
  split_ifs with hz
  · -- restriction to the first cell is a linear isomorphism
    let cell : End.eigenspace (translation N m) z →ₗ[ℂ] (Fin (Nat.gcd m N) → ℂ) :=
      { toFun := fun f r => f.1 ((r : ℕ) : ZMod N)
        map_add' := fun _ _ => rfl
        map_smul' := fun _ _ => rfl }
    have hinj : Function.Injective cell := by
      rw [injective_iff_map_eq_zero]
      intro f hf
      apply Subtype.ext
      exact eq_zero_of_cell (End.mem_eigenspace_iff.mp f.2)
        (fun r hr => congrFun hf ⟨r, hr⟩)
    have hsurj : Function.Surjective cell := by
      intro c
      obtain ⟨f, hf, hc⟩ := exists_extension hz
        (fun r => if h : r < Nat.gcd m N then c ⟨r, h⟩ else 0)
      refine ⟨⟨f, End.mem_eigenspace_iff.mpr hf⟩, ?_⟩
      funext r
      exact (hc r r.2).trans (dif_pos r.2)
    rw [(LinearEquiv.ofBijective cell ⟨hinj, hsurj⟩).finrank_eq, finrank_fin_fun]
  · have hbot : End.eigenspace (translation N m) z = ⊥ := by
      rw [Submodule.eq_bot_iff]
      intro f hf
      by_contra h0
      exact hz (eigenvalue_pow_eq_one (End.mem_eigenspace_iff.mp hf) h0)
    rw [hbot, finrank_bot]
```

Absence of degeneracy is expressed as dimension at most one for all $z$, since most complex numbers are not eigenvalues. For the forward direction it is enough to look at $z=1$, which always has dimension $d$.

```lean
/-- On a ring of `N ≥ 1` sites, translation by `m` sites has no degenerate eigenvalue
exactly when `m` and `N` are coprime. -/
theorem nondegenerate_iff_coprime (N m : ℕ) [NeZero N] :
    (∀ z : ℂ, finrank ℂ (End.eigenspace (translation N m) z) ≤ 1) ↔ Nat.Coprime m N := by
  have hd : 0 < Nat.gcd m N := Nat.gcd_pos_of_pos_right m (NeZero.pos N)
  constructor
  · intro h
    have h1 := h 1
    rw [finrank_eigenspace_translation, if_pos (one_pow _)] at h1
    exact Nat.le_antisymm h1 hd
  · intro h z
    have h1 : Nat.gcd m N = 1 := h
    rw [finrank_eigenspace_translation]
    split_ifs
    · exact h1.le
    · exact Nat.zero_le 1
```

## Wavenumbers that a long translation cannot distinguish

The plane-wave eigenvalue needs only $\zeta^N=1$. This condition makes the wave single-valued on the ring, so the reduction of $x+m$ modulo $N$ does not change the phase factor.

```lean
/-- On a ring of `N ≥ 1` sites with `ζ ^ N = 1`, translation by `m` sites multiplies
the plane wave of wavenumber `k` by `ζ ^ (k m)`. -/
theorem translation_planeWave {N : ℕ} [NeZero N] {ζ : ℂ} (hζ : ζ ^ N = 1) (m k : ℕ) :
    translation N m (planeWave N ζ k) = ζ ^ (k * m) • planeWave N ζ k := by
  funext x
  show ζ ^ (k * (x + (m : ZMod N)).val) = ζ ^ (k * m) * ζ ^ (k * x.val)
  rw [ZMod.val_add, ZMod.val_natCast, Nat.add_mod_mod, ← pow_add, ← mul_add,
    pow_mul', ← pow_eq_pow_mod _ hζ, ← pow_mul', add_comm m x.val]
```

The comparison of two eigenvalues assumes that $\zeta$ is primitive, meaning that no smaller positive power equals 1. "Aliasing" is the signal-processing word for what band theory calls folding. In the forward direction, `hζ.pow_inj` turns equal powers into congruent exponents, and `Nat.ModEq.cancel_right_div_gcd` cancels the factor $m$ while dividing the modulus by $d$. The reverse direction uses `walk_closes` again.

```lean
/-- Aliasing of momenta: for `N ≥ 1` and a primitive `N`-th root of unity `ζ`, the factors
`ζ ^ (k m)` and `ζ ^ (l m)` agree exactly when `k` and `l` agree modulo `N / gcd(m, N)`. -/
theorem aliasing_iff {N : ℕ} [NeZero N] {ζ : ℂ} (hζ : IsPrimitiveRoot ζ N) (m k l : ℕ) :
    ζ ^ (k * m) = ζ ^ (l * m) ↔ k ≡ l [MOD N / Nat.gcd m N] := by
  have hN : 0 < N := NeZero.pos N
  constructor
  · intro h
    have h1 : k * m ≡ l * m [MOD N] :=
      hζ.pow_inj (Nat.mod_lt _ hN) (Nat.mod_lt _ hN)
        (((pow_eq_pow_mod (k * m) hζ.pow_eq_one).symm.trans h).trans
          (pow_eq_pow_mod (l * m) hζ.pow_eq_one))
    have h2 := Nat.ModEq.cancel_right_div_gcd hN h1
    rwa [Nat.gcd_comm] at h2
  · intro h
    have h1 : k * m ≡ l * m [MOD N] :=
      Nat.ModEq.of_dvd (walk_closes N m) (h.mul_right' m)
    calc ζ ^ (k * m) = ζ ^ (k * m % N) := pow_eq_pow_mod _ hζ.pow_eq_one
      _ = ζ ^ (l * m % N) := by rw [show k * m % N = l * m % N from h1]
      _ = ζ ^ (l * m) := (pow_eq_pow_mod _ hζ.pow_eq_one).symm

end LongerTranslations
```

```lean
#print axioms LongerTranslations.finrank_eigenspace_translation
-- 'LongerTranslations.finrank_eigenspace_translation' depends on axioms: [propext, Classical.choice, Quot.sound]
#print axioms LongerTranslations.nondegenerate_iff_coprime
-- 'LongerTranslations.nondegenerate_iff_coprime' depends on axioms: [propext, Classical.choice, Quot.sound]
#print axioms LongerTranslations.translation_planeWave
-- 'LongerTranslations.translation_planeWave' depends on axioms: [propext, Classical.choice, Quot.sound]
#print axioms LongerTranslations.aliasing_iff
-- 'LongerTranslations.aliasing_iff' depends on axioms: [propext, Classical.choice, Quot.sound]
```

That the $d$ plane waves in one class are linearly independent, and so form a basis of the eigenspace, is a standard Fourier fact that the Lean development neither states nor uses; its dimension count comes from the amplitudes on the first $d$ sites.
